# Adding two plane waves to a symmetric cutoff can split a degenerate pair

An electron in a periodic potential unchanged by a quarter turn can have pairs of states that the turn carries into each other, and so they share one energy. A plane-wave calculation keeps only finitely many reciprocal-lattice vectors, and the chosen set need not respect the quarter turn. What happens to such a pair when it doesn't?

Take zero crystal momentum and label the plane waves by $n=(n_1,n_2)\in\mathbb Z^2$, with $e_1=(1,0)$ and $e_2=(0,1)$. In suitable units the kinetic energy is $|n|^2$. The potential is postulated to have one real Fourier coefficient $v$, coupling nearest neighbours equally in both directions; it stands for $2v(\cos X+\cos Y)$ in scaled coordinates $X,Y$. On amplitudes $x(n)$ the Hamiltonian acts as
$$(Hx)(n)=|n|^2x(n)+v\,[x(n+e_1)+x(n-e_1)+x(n+e_2)+x(n-e_2)].$$
A cutoff $S$ sets $x=0$ outside $S$ and imposes $Hx=Ex$ only at points of $S$. We study real inversion-odd amplitudes, $x(-n)=-x(n)$.

## The odd levels with five and with seven plane waves

**Claim.** On the cross $\{0,\pm e_1,\pm e_2\}$ the only odd energy is $1$, and it is double when only odd states are counted, as they are throughout (the even state with $x(\pm e_1)=-x(\pm e_2)$ and $x(0)=0$ also has energy $1$). After adding $\pm2e_1$ the odd energies are $1$ and $\tfrac52\pm\sqrt{\tfrac94+v^2}$; for $v\ne0$ they are distinct and simple.

The double level follows from symmetry. Let $(Rx)(n)=x(-n_2,n_1)$. Since $R$ preserves $|n|^2$ and permutes the four neighbours, it maps eigenstates to eigenstates of the same energy whenever $S$ is invariant. On odd amplitudes $(R^2x)(n)=x(-n)=-x(n)$. If $sx+tRx=0$ with real $s,t$, applying $R$ gives $sRx-tx=0$. Taking $s$ times the first equation minus $t$ times the second gives $(s^2+t^2)x=0$, so $s=t=0$ for $x\neq0$: the two states are independent.

Now write $a=x(e_1)$, $b=x(2e_1)$, $c=x(e_2)$. Oddness gives $x(0)=0$ and fixes the amplitudes at the opposite points. On the cross $b=0$, and no point $\pm e_i$ has a neighbour with nonzero amplitude. At the origin the coupling terms sum to $v(a-a+c-c)=0$. Hence $Hx=x$ on $S$, with $a$ and $c$ free.

With $\pm2e_1$ included, the equations at $e_1$, $2e_1$ and $e_2$ are
$$a+vb=Ea,\qquad 4b+va=Eb,\qquad c=Ec.$$
Multiplying $(E-1)a=vb$ by $E-4$ and using $(E-4)b=va$ gives $[(E-1)(E-4)-v^2]\,a=0$, and likewise for $b$. A nonzero solution therefore needs $E=1$ or $(E-1)(E-4)=v^2$. The latter is $(E-\tfrac52)^2=\tfrac94+v^2$, which gives the two shifted energies.

Let $v\neq0$. Then the square root exceeds $\tfrac32$, so $1$ lies strictly between the shifted energies. At $E=1$ the equations force $b=0$ and $a=0$, leaving $c$ free; the normalised state has amplitudes $\pm1/\sqrt2$ at $\pm e_2$. At a shifted energy $c=0$ and $b=(E-1)a/v$. The normalised values are $(a,b)=(v,E-1)/\sqrt{2(v^2+(E-1)^2)}$. Each level is simple.

The condition $v\ne0$ is needed for the splitting: at $v=0$ the energies are $1,1,4$, and the pair stays degenerate.

For plane-wave practice, this non-interacting model with at most seven waves shows that a cutoff lacking the crystal's symmetry can produce a spurious splitting.

## The truncated problem in Lean

```lean
import Mathlib

open Module

namespace PlaneWaveCutoff

noncomputable section
```

The Hamiltonian is defined on the whole lattice.

```lean
/-- The plane-wave Hamiltonian on the reciprocal lattice `ℤ²`: kinetic energy `|n|²` and
coupling `v` between nearest neighbours. -/
def hamiltonian (v : ℝ) (x : ℤ × ℤ → ℝ) (n : ℤ × ℤ) : ℝ :=
  ((n.1 : ℝ) ^ 2 + (n.2 : ℝ) ^ 2) * x n +
    v * (x (n.1 + 1, n.2) + x (n.1 - 1, n.2) + x (n.1, n.2 + 1) + x (n.1, n.2 - 1))
```

The cutoff enters through `oddEigenspace S v E`, whose three conditions are support in `S`, oddness, and the eigenvalue equation on `S`. Its dimension is the degeneracy within the odd sector; even states are left aside. The remaining fields verify that it is a real subspace.

```lean
/-- The inversion-odd real amplitudes supported on the cutoff `S` that solve the eigenvalue
equation with energy `E` at every point of `S`. -/
def oddEigenspace (S : Finset (ℤ × ℤ)) (v E : ℝ) : Submodule ℝ (ℤ × ℤ → ℝ) where
  carrier := {x | (∀ n, n ∉ S → x n = 0) ∧ (∀ n, x (-n) = -x n) ∧
    ∀ n ∈ S, hamiltonian v x n = E * x n}
  zero_mem' := by simp [hamiltonian]
  add_mem' := by
    rintro x y ⟨hx, hx', hx''⟩ ⟨hy, hy', hy''⟩
    refine ⟨fun n hn => by simp [hx n hn, hy n hn],
      fun n => by simp only [Pi.add_apply, hx' n, hy' n]; ring, fun n hn => ?_⟩
    have h1 := hx'' n hn
    have h2 := hy'' n hn
    simp only [hamiltonian, Pi.add_apply] at h1 h2 ⊢
    linear_combination h1 + h2
  smul_mem' := by
    rintro k x ⟨hx, hx', hx''⟩
    refine ⟨fun n hn => by simp [hx n hn],
      fun n => by simp only [Pi.smul_apply, smul_eq_mul, hx' n]; ring, fun n hn => ?_⟩
    have h1 := hx'' n hn
    simp only [hamiltonian, Pi.smul_apply, smul_eq_mul] at h1 ⊢
    linear_combination k * h1
```

Next come $R$ and the two cutoffs.

```lean
/-- The amplitudes rotated by a quarter turn of the reciprocal lattice. -/
def quarterTurn (x : ℤ × ℤ → ℝ) (n : ℤ × ℤ) : ℝ := x (-n.2, n.1)

/-- The symmetric cutoff: the origin and its four nearest neighbours. -/
def crossCutoff : Finset (ℤ × ℤ) := {(0, 0), (1, 0), (-1, 0), (0, 1), (0, -1)}

/-- The anisotropic cutoff: the cross together with the two points `±2e₁`. -/
def stretchedCutoff : Finset (ℤ × ℤ) :=
  {(0, 0), (1, 0), (-1, 0), (0, 1), (0, -1), (2, 0), (-2, 0)}
```

An odd state is built by subtracting the inverted copy of a state supported on $e_1,2e_1,e_2$.

```lean
/-- Amplitudes `a`, `b`, `c` at `e₁`, `2e₁`, `e₂`, and zero elsewhere. -/
def halfState (a b c : ℝ) (n : ℤ × ℤ) : ℝ :=
  if n.1 = 1 ∧ n.2 = 0 then a else if n.1 = 2 ∧ n.2 = 0 then b
  else if n.1 = 0 ∧ n.2 = 1 then c else 0

/-- The inversion-odd state with amplitudes `a`, `b`, `c` at `e₁`, `2e₁`, `e₂`. -/
def oddState (a b c : ℝ) (n : ℤ × ℤ) : ℝ := halfState a b c n - halfState a b c (-n)
```

## Degeneracy from the quarter turn

The theorem holds for any finite invariant cutoff. The first half compares the eigenvalue equation at $n$ with the one at the turned point. The second evaluates $sx+tRx=0$ at a point where $x\neq0$ and at its turned image; `linear_combination` then forms $(s^2+t^2)x=0$. Real amplitudes matter here: on the cross, the complex odd state with $x(e_1)=1$ and $x(e_2)=i$ also has energy $1$, but $Rx=ix$ is only a multiple of it.

```lean
/-- If the cutoff is invariant under the quarter turn, a nonzero odd eigenstate and its rotated
copy are linearly independent eigenstates of the same energy. -/
theorem quarterTurn_degeneracy {S : Finset (ℤ × ℤ)} {v E : ℝ} {x : ℤ × ℤ → ℝ}
    (hS : ∀ n : ℤ × ℤ, (-n.2, n.1) ∈ S ↔ n ∈ S) (hx : x ∈ oddEigenspace S v E) (h0 : x ≠ 0) :
    quarterTurn x ∈ oddEigenspace S v E ∧ LinearIndependent ℝ ![x, quarterTurn x] := by
  obtain ⟨h1, h2, h3⟩ := hx
  constructor
  · refine ⟨fun n hn => h1 _ (fun h => hn ((hS n).1 h)), fun n => h2 (-n.2, n.1), ?_⟩
    rintro ⟨i, j⟩ hn
    have h := h3 (-j, i) ((hS (i, j)).2 hn)
    simp only [hamiltonian, quarterTurn] at h ⊢
    rw [show -(j + 1) = -j - 1 by ring, show -(j - 1) = -j + 1 by ring]
    push_cast at h
    linear_combination h
  · -- two quarter turns reverse the sign of an odd state
    rw [LinearIndependent.pair_iff]
    intro s t hst
    obtain ⟨⟨i, j⟩, hn⟩ := Function.ne_iff.1 h0
    have e1 := congrFun hst (i, j)
    have e2 := congrFun hst (-j, i)
    have e3 : x (-i, -j) = -x (i, j) := h2 (i, j)
    simp only [Pi.add_apply, Pi.smul_apply, smul_eq_mul, quarterTurn, Pi.zero_apply] at e1 e2 hn
    rw [e3] at e2
    have h : (s ^ 2 + t ^ 2) * x (i, j) = 0 := by linear_combination s * e1 - t * e2
    have h' := (mul_eq_zero.1 h).resolve_right hn
    exact ⟨(pow_eq_zero_iff two_ne_zero).1 (by linarith [sq_nonneg s, sq_nonneg t]),
      (pow_eq_zero_iff two_ne_zero).1 (by linarith [sq_nonneg s, sq_nonneg t])⟩
```

The cross meets the hypothesis. The stretched cutoff fails it, because it contains $2e_1$ but not $2e_2$.

```lean
/-- The cross is invariant under the quarter turn; the stretched cutoff is not. -/
theorem cutoff_symmetry :
    (∀ n : ℤ × ℤ, (-n.2, n.1) ∈ crossCutoff ↔ n ∈ crossCutoff) ∧
      ¬ ∀ n : ℤ × ℤ, (-n.2, n.1) ∈ stretchedCutoff ↔ n ∈ stretchedCutoff := by
  constructor
  · rintro ⟨i, j⟩
    simp only [crossCutoff, Finset.mem_insert, Finset.mem_singleton, Prod.mk.injEq]
    omega
  · intro h
    exact absurd (h (2, 0)) (by decide)
```

## Reduction to three amplitudes

These lemmas read off the amplitudes of `oddState` and establish its scaling, oddness and support. Then `eq_oddState` shows that every odd amplitude function on the stretched cutoff has this form.

```lean
lemma oddState_apply (a b c : ℝ) : oddState a b c (1, 0) = a ∧ oddState a b c (2, 0) = b ∧
    oddState a b c (0, 1) = c := by
  norm_num [oddState, halfState]

lemma oddState_smul (k a b c : ℝ) :
    oddState (k * a) (k * b) (k * c) = k • oddState a b c := by
  funext n
  simp only [oddState, halfState, Pi.smul_apply, smul_eq_mul]
  split_ifs <;> ring

lemma oddState_neg (a b c : ℝ) (n : ℤ × ℤ) : oddState a b c (-n) = -oddState a b c n := by
  simp only [oddState, neg_neg, neg_sub]

lemma oddState_support (a b c : ℝ) (n : ℤ × ℤ) (hn : n ∉ stretchedCutoff) :
    oddState a b c n = 0 := by
  obtain ⟨i, j⟩ := n
  simp only [stretchedCutoff, Finset.mem_insert, Finset.mem_singleton, Prod.mk.injEq] at hn
  simp only [oddState, halfState, Prod.fst_neg, Prod.snd_neg]
  split_ifs <;> first | (exfalso; omega) | simp

lemma eq_oddState {x : ℤ × ℤ → ℝ} (hs : ∀ n, n ∉ stretchedCutoff → x n = 0)
    (ho : ∀ n, x (-n) = -x n) : x = oddState (x (1, 0)) (x (2, 0)) (x (0, 1)) := by
  funext n
  by_cases hn : n ∈ stretchedCutoff
  · have h0 : x (0, 0) = 0 := by
      have h : x (0, 0) = -x (0, 0) := ho (0, 0)
      linarith
    have h1 : x (-1, 0) = -x (1, 0) := ho (1, 0)
    have h2 : x (-2, 0) = -x (2, 0) := ho (2, 0)
    have h3 : x (0, -1) = -x (0, 1) := ho (0, 1)
    simp only [stretchedCutoff, Finset.mem_insert, Finset.mem_singleton] at hn
    rcases hn with rfl | rfl | rfl | rfl | rfl | rfl | rfl
    · rw [h0]; norm_num [oddState, halfState]
    · exact (oddState_apply _ _ _).1.symm
    · rw [h1]; norm_num [oddState, halfState]
    · exact (oddState_apply _ _ _).2.2.symm
    · rw [h3]; norm_num [oddState, halfState]
    · exact (oddState_apply _ _ _).2.1.symm
    · rw [h2]; norm_num [oddState, halfState]
  · rw [hs n hn, oddState_support _ _ _ n hn]
```

Checking the seven points gives the action of $H$ on $(a,b,c)$, and `mem_stretched` turns membership in the eigenspace into the three equations above.

```lean
/-- On the stretched cutoff the Hamiltonian maps the odd amplitudes `(a, b, c)` at
`e₁`, `2e₁`, `e₂` to `(a + v b, 4 b + v a, c)`. -/
theorem hamiltonian_oddState (v a b c : ℝ) (n : ℤ × ℤ) (hn : n ∈ stretchedCutoff) :
    hamiltonian v (oddState a b c) n = oddState (a + v * b) (4 * b + v * a) c n := by
  simp only [stretchedCutoff, Finset.mem_insert, Finset.mem_singleton] at hn
  rcases hn with rfl | rfl | rfl | rfl | rfl | rfl | rfl <;>
    norm_num [hamiltonian, oddState, halfState] <;> ring

lemma mem_stretched (v E a b c : ℝ) : oddState a b c ∈ oddEigenspace stretchedCutoff v E ↔
    a + v * b = E * a ∧ 4 * b + v * a = E * b ∧ c = E * c := by
  constructor
  · rintro ⟨-, -, h⟩
    have h1 := h (1, 0) (by decide)
    have h2 := h (2, 0) (by decide)
    have h3 := h (0, 1) (by decide)
    rw [hamiltonian_oddState _ _ _ _ _ (by decide)] at h1 h2 h3
    simp only [(oddState_apply _ _ _).1] at h1
    simp only [(oddState_apply _ _ _).2.1] at h2
    simp only [(oddState_apply _ _ _).2.2] at h3
    exact ⟨h1, h2, h3⟩
  · rintro ⟨h1, h2, h3⟩
    refine ⟨oddState_support a b c, oddState_neg a b c, fun n hn => ?_⟩
    have h := congrFun (oddState_smul E a b c) n
    rw [← h1, ← h2, ← h3] at h
    rw [hamiltonian_oddState v a b c n hn, h, Pi.smul_apply, smul_eq_mul]
```

## The double level and its splitting

For the cross, `act` is the statement $Hx=x$ on $S$. The map $x\mapsto(x(e_1),x(e_2))$ is a linear equivalence with $\mathbb R^2$, which gives dimension two. For $E\ne1$, $(E-1)x=0$ leaves only the zero state.

```lean
/-- On the cross the odd states of energy `1` form a two-dimensional space, and there is no
other odd energy. -/
theorem cross_spectrum (v : ℝ) : finrank ℝ (oddEigenspace crossCutoff v 1) = 2 ∧
    ∀ E : ℝ, E ≠ 1 → oddEigenspace crossCutoff v E = ⊥ := by
  have form : ∀ x : ℤ × ℤ → ℝ, (∀ n, n ∉ crossCutoff → x n = 0) → (∀ n, x (-n) = -x n) →
      x = oddState (x (1, 0)) 0 (x (0, 1)) := by
    intro x hs ho
    have hsub : crossCutoff ⊆ stretchedCutoff := by decide
    have h := eq_oddState (fun n hn => hs n (fun h => hn (hsub h))) ho
    rwa [hs (2, 0) (by decide)] at h
  -- the couplings to the origin cancel for odd amplitudes
  have act : ∀ a c : ℝ, ∀ n ∈ crossCutoff,
      hamiltonian v (oddState a 0 c) n = oddState a 0 c n := by
    intro a c n hn
    simp only [crossCutoff, Finset.mem_insert, Finset.mem_singleton] at hn
    rcases hn with rfl | rfl | rfl | rfl | rfl <;> norm_num [hamiltonian, oddState, halfState]
  have mem : ∀ a c : ℝ, oddState a 0 c ∈ oddEigenspace crossCutoff v 1 := by
    intro a c
    refine ⟨?_, oddState_neg a 0 c, fun n hn => by rw [act a c n hn, one_mul]⟩
    rintro ⟨i, j⟩ hn
    simp only [crossCutoff, Finset.mem_insert, Finset.mem_singleton, Prod.mk.injEq] at hn
    simp only [oddState, halfState, Prod.fst_neg, Prod.snd_neg]
    split_ifs <;> first | (exfalso; omega) | simp
  constructor
  · let e : oddEigenspace crossCutoff v 1 ≃ₗ[ℝ] ℝ × ℝ :=
      { toFun := fun x => (x.1 (1, 0), x.1 (0, 1))
        map_add' := fun _ _ => rfl
        map_smul' := fun _ _ => rfl
        invFun := fun p => ⟨oddState p.1 0 p.2, mem p.1 p.2⟩
        left_inv := fun x => Subtype.ext (form x.1 x.2.1 x.2.2.1).symm
        right_inv := fun p => Prod.ext (oddState_apply _ _ _).1 (oddState_apply _ _ _).2.2 }
    rw [e.finrank_eq]
    simp [Module.finrank_prod]
  · intro E hE
    refine (Submodule.eq_bot_iff _).2 ?_
    rintro x ⟨hs, ho, h⟩
    funext n
    by_cases hn : n ∈ crossCutoff
    · have h1 := h n hn
      rw [form x hs ho, act _ _ n hn, ← form x hs ho] at h1
      have h2 : (E - 1) * x n = 0 := by linear_combination -h1
      exact (mul_eq_zero.1 h2).resolve_left (sub_ne_zero.2 hE)
    · exact hs n hn
```

The next lemma solves the quadratic by factoring it.

```lean
lemma secular (v E : ℝ) : (E - 1) * (E - 4) = v ^ 2 ↔
    E = 5 / 2 + √(9 / 4 + v ^ 2) ∨ E = 5 / 2 - √(9 / 4 + v ^ 2) := by
  have hr := Real.sq_sqrt (show 0 ≤ 9 / 4 + v ^ 2 by positivity)
  constructor
  · intro h
    have h' : (E - 5 / 2 - √(9 / 4 + v ^ 2)) * (E - 5 / 2 + √(9 / 4 + v ^ 2)) = 0 := by
      linear_combination h - hr
    rcases mul_eq_zero.1 h' with h | h
    · left; linarith
    · right; linarith
  · rintro (rfl | rfl) <;> linear_combination hr
```

An energy occurs when its eigenspace is not `⊥`, the zero subspace. One direction is the elimination done by hand; the other supplies the unnormalised eigenvectors $(0,0,1)$ and $(v,E-1,0)$. The result holds for every real $v$.

```lean
/-- The odd energies on the stretched cutoff are exactly `1` and `5/2 ± √(9/4 + v²)`. -/
theorem stretched_spectrum (v E : ℝ) : oddEigenspace stretchedCutoff v E ≠ ⊥ ↔
    E = 1 ∨ E = 5 / 2 + √(9 / 4 + v ^ 2) ∨ E = 5 / 2 - √(9 / 4 + v ^ 2) := by
  rw [← secular, Submodule.ne_bot_iff]
  constructor
  · rintro ⟨x, hx, h0⟩
    obtain ⟨a, b, c, rfl⟩ : ∃ a b c, x = oddState a b c := ⟨_, _, _, eq_oddState hx.1 hx.2.1⟩
    obtain ⟨h1, h2, h3⟩ := (mem_stretched v E a b c).1 hx
    by_contra! hE
    have hd : (E - 1) * (E - 4) - v ^ 2 ≠ 0 := sub_ne_zero.2 hE.2
    have ha : a = 0 := (mul_eq_zero.1 (show ((E - 1) * (E - 4) - v ^ 2) * a = 0 by
      linear_combination -(E - 4) * h1 - v * h2)).resolve_left hd
    have hb : b = 0 := (mul_eq_zero.1 (show ((E - 1) * (E - 4) - v ^ 2) * b = 0 by
      linear_combination -(E - 1) * h2 - v * h1)).resolve_left hd
    have hc : c = 0 := (mul_eq_zero.1 (show (E - 1) * c = 0 by
      linear_combination -h3)).resolve_left (sub_ne_zero.2 hE.1)
    apply h0
    funext n
    simp [ha, hb, hc, oddState, halfState]
  · intro h
    by_cases hE : E = 1
    · refine ⟨oddState 0 0 1, (mem_stretched _ _ _ _ _).2 (by simp [hE]), fun h0 => ?_⟩
      have h1 := congrFun h0 (0, 1)
      rw [(oddState_apply _ _ _).2.2] at h1
      exact one_ne_zero h1
    · have hs := h.resolve_left hE
      refine ⟨oddState v (E - 1) 0, (mem_stretched _ _ _ _ _).2
        ⟨by ring, by linear_combination -hs, by ring⟩, fun h0 => ?_⟩
      have h1 := congrFun h0 (2, 0)
      rw [(oddState_apply _ _ _).2.1] at h1
      exact sub_ne_zero.2 hE h1
```

Finally, `hv` permits division by $v$, so $b$ is determined by $a$. The cases $E=1$ and $E\ne1$ then show that any two eigenvectors at one energy are proportional, and the bound on the square root separates the levels.

```lean
/-- For nonzero coupling every odd energy on the stretched cutoff has a one-dimensional space of odd
eigenstates, and the energy `1` lies strictly between the other two. -/
theorem anisotropic_cutoff_splits {v : ℝ} (hv : v ≠ 0) :
    (∀ E : ℝ, oddEigenspace stretchedCutoff v E ≠ ⊥ →
      finrank ℝ (oddEigenspace stretchedCutoff v E) = 1) ∧
    5 / 2 - √(9 / 4 + v ^ 2) < 1 ∧ 1 < 5 / 2 + √(9 / 4 + v ^ 2) := by
  refine ⟨fun E hE => ?_, ?_, by linarith [Real.sqrt_nonneg (9 / 4 + v ^ 2)]⟩
  · obtain ⟨u, hu, hu0⟩ := (Submodule.ne_bot_iff _).1 hE
    obtain ⟨p, q, r, rfl⟩ : ∃ p q r, u = oddState p q r := ⟨_, _, _, eq_oddState hu.1 hu.2.1⟩
    obtain ⟨u1, u2, u3⟩ := (mem_stretched v E p q r).1 hu
    refine (finrank_eq_one_iff_of_nonzero' (⟨oddState p q r, hu⟩ :
      oddEigenspace stretchedCutoff v E) (fun h => hu0 (congrArg Subtype.val h))).2 ?_
    rintro ⟨w, hw⟩
    obtain ⟨a, b, c, rfl⟩ : ∃ a b c, w = oddState a b c := ⟨_, _, _, eq_oddState hw.1 hw.2.1⟩
    obtain ⟨w1, w2, w3⟩ := (mem_stretched v E a b c).1 hw
    -- the amplitude at `2e₁` is fixed by the one at `e₁`
    have hq : q = (E - 1) * p / v := by
      rw [eq_div_iff hv]; linear_combination u1
    have hb : b = (E - 1) * a / v := by
      rw [eq_div_iff hv]; linear_combination w1
    have key : ∃ k : ℝ, k * p = a ∧ k * r = c := by
      by_cases h1 : E = 1
      · subst h1
        have hp : p = 0 := by simpa [hq, hv] using u2
        have ha : a = 0 := by simpa [hb, hv] using w2
        have hr : r ≠ 0 := by
          rintro rfl
          exact hu0 (by funext n; simp [hq, hp, oddState, halfState])
        exact ⟨c / r, by simp [hp, ha], div_mul_cancel₀ c hr⟩
      · have hr : r = 0 := (mul_eq_zero.1 (show (E - 1) * r = 0 by
          linear_combination -u3)).resolve_left (sub_ne_zero.2 h1)
        have hc : c = 0 := (mul_eq_zero.1 (show (E - 1) * c = 0 by
          linear_combination -w3)).resolve_left (sub_ne_zero.2 h1)
        have hp : p ≠ 0 := by
          rintro rfl
          exact hu0 (by funext n; simp [hq, hr, oddState, halfState])
        exact ⟨a / p, div_mul_cancel₀ a hp, by simp [hr, hc]⟩
    obtain ⟨k, ka, kc⟩ := key
    have kb : k * q = b := by rw [hq, hb, ← ka]; ring
    refine ⟨k, Subtype.ext ?_⟩
    change k • oddState p q r = oddState a b c
    rw [← oddState_smul, ka, kb, kc]
  · have h : 3 / 2 < √(9 / 4 + v ^ 2) :=
      Real.lt_sqrt_of_sq_lt (by linarith [sq_pos_of_ne_zero hv])
    linarith

end

end PlaneWaveCutoff
```

```lean
#print axioms PlaneWaveCutoff.cutoff_symmetry
-- 'PlaneWaveCutoff.cutoff_symmetry' depends on axioms: [propext, Classical.choice, Quot.sound]
#print axioms PlaneWaveCutoff.cross_spectrum
-- 'PlaneWaveCutoff.cross_spectrum' depends on axioms: [propext, Classical.choice, Quot.sound]
#print axioms PlaneWaveCutoff.stretched_spectrum
-- 'PlaneWaveCutoff.stretched_spectrum' depends on axioms: [propext, Classical.choice, Quot.sound]
#print axioms PlaneWaveCutoff.anisotropic_cutoff_splits
-- 'PlaneWaveCutoff.anisotropic_cutoff_splits' depends on axioms: [propext, Classical.choice, Quot.sound]
```
